# In one dimension, the plane-wave count averaged over a uniform grid of N k-points is a step function within 1/N of its smooth value

When a crystal cell is strained at a fixed kinetic-energy cutoff, the number of plane waves in the basis can change with the cell. A correction for this change can start from a smooth estimate of that number: the volume inside the cutoff sphere divided by the volume of the reciprocal cell. The estimate replaces an average of integers, which moves in jumps, by a continuous function of cell size and cutoff. For a one-dimensional cell sampled at $N$ equally weighted k-points, spaced $1/N$ of the reciprocal lattice vector apart, the smooth estimate differs from the count averaged over these points by at most $1/N$.

Let the cell have length $a$, so that the reciprocal lattice vector has length $b = 2\pi/a$. All wave vectors are measured in units of $b$. A plane wave at the k-point $k$ is then labelled by an integer $n$ and has wave number $b(k+n)$. With electron mass $m_e$ and cutoff energy $E$, it belongs to the basis when
$$\frac{\hbar^2 b^2 (k+n)^2}{2m_e} \le E, \qquad\text{that is,}\qquad |k+n| \le x, \qquad x = \frac{a\sqrt{2m_eE}}{2\pi\hbar}.$$
The dimensionless cutoff radius $x$ is proportional to $a$ at fixed $E$, so stretching the cell and raising the cutoff both increase $x$. The smooth estimate is the length of the interval from $-x$ to $x$, which is $2x$.

```lean
import Mathlib

open Filter Topology

namespace PlaneWaveCount

noncomputable section
```

## The basis at one k-point

The basis at $k$ is the set of integers $n$ with $|k+n|\le x$. In Lean it is a `Set ℤ` that depends on two real numbers, and neither $k$ nor $x$ is restricted in the definition.

```lean
/-- The plane-wave basis at the point `k` of a one-dimensional crystal: the integers `n`
with `|k + n| ≤ x`, in units of the reciprocal lattice vector. -/
def planeWaves (k x : ℝ) : Set ℤ := {n | |k + n| ≤ x}
```

The grid consists of the points $k_j = (j+s)/N$ with $j = 0,\dots,N-1$. The real number $s$ shifts the grid in units of its spacing: $s=0$ includes the zone centre, and $s=1/2$ places the points halfway between those of the unshifted grid. The averaged count is
$$M_N(s,x) = \frac1N\sum_{j=0}^{N-1} \#\{n : |k_j+n|\le x\}.$$
All k-points carry equal weight, and no symmetry is used to reduce their number. In the code $M_N(s,x)$ is `meanCount N s x`, and `ncard` is the number of elements of a set.

```lean
/-- The number of plane waves within the cutoff radius `x`, averaged over the `N` points
`k = (j + s) / N` of a uniform grid with shift `s`. -/
def meanCount (N : ℕ) (s x : ℝ) : ℝ :=
  (∑ j ∈ Finset.range N, ((planeWaves (((j : ℝ) + s) / N) x).ncard : ℝ)) / N
```

The condition $|k+n|\le x$ means $-x-k \le n \le x-k$. Since $n$ is an integer, the upper bound is equivalent to $n\le\lfloor x-k\rfloor$. The lower bound says $-n\le x+k$, hence $-n\le\lfloor x+k\rfloor$. The basis is therefore the integer interval
$$-\lfloor x+k\rfloor \le n \le \lfloor x-k\rfloor .$$
The Lean proof applies the same equivalence, `Int.le_floor`, to each bound and leaves the remaining linear inequalities to `linarith`.

```lean
/-- The plane waves within the cutoff form an interval of integers. -/
theorem planeWaves_eq_Icc (k x : ℝ) :
    planeWaves k x = Set.Icc (-⌊x + k⌋) ⌊x - k⌋ := by
  ext n
  simp only [planeWaves, Set.mem_ofPred_eq, Set.mem_Icc]
  rw [neg_le, Int.le_floor, Int.le_floor, abs_le]
  push_cast
  constructor <;> rintro ⟨h1, h2⟩ <;> constructor <;> linarith
```

An interval of integers is finite, and this makes `ncard` the true number of plane waves.

```lean
/-- The plane-wave basis at any `k` and any cutoff radius is finite. -/
theorem planeWaves_finite (k x : ℝ) : (planeWaves k x).Finite := by
  rw [planeWaves_eq_Icc]
  exact Set.finite_Icc _ _
```

The interval from $-\lfloor x+k\rfloor$ to $\lfloor x-k\rfloor$ contains
$$\lfloor x-k\rfloor+\lfloor x+k\rfloor+1$$
integers, provided that this number is not negative. For $x\ge0$ it is not: each floor exceeds its argument minus one, so the two floors add up to more than $2x-2\ge-2$. Being an integer, their sum is at least $-1$. In the proof, `h3` is this estimate in real numbers and `h4` is its integer form. The tactic `omega` then matches it with the library's formula for the size of an integer interval.

```lean
/-- The number of plane waves at a single point `k`, in terms of the cutoff radius. -/
theorem ncard_planeWaves (k : ℝ) {x : ℝ} (hx : 0 ≤ x) :
    ((planeWaves k x).ncard : ℤ) = ⌊x - k⌋ + ⌊x + k⌋ + 1 := by
  have h1 := Int.lt_floor_add_one (x - k)
  have h2 := Int.lt_floor_add_one (x + k)
  have h3 : (0 : ℝ) < ((⌊x - k⌋ + ⌊x + k⌋ + 2 : ℤ) : ℝ) := by
    push_cast
    linarith
  have h4 : 0 < ⌊x - k⌋ + ⌊x + k⌋ + 2 := Int.cast_pos.mp h3
  rw [planeWaves_eq_Icc, ← Finset.coe_Icc, Set.ncard_coe_finset, Int.card_Icc]
  omega
```

## Folding the grid onto a supercell

Summing the one-point formula over $j$ would leave $2N$ floors to combine. Zone folding avoids this. A supercell of length $Na$ has a reciprocal lattice vector $N$ times shorter, so in its own units the cutoff radius is $Nx$ and the grid point $k_j$ becomes $j+s$. All these points differ from $s$ by integers, so they are equivalent to the single k-point $s$ of the supercell.

In formulas,
$$s + (j+Nn) = N\left(\frac{j+s}{N}+n\right),$$
and since $N>0$,
$$|k_j+n|\le x \iff |s+(j+Nn)|\le Nx .$$
The plane wave $n$ at grid point $j$ thus corresponds to the supercell plane wave $m=j+Nn$. Every integer $m$ has exactly one such form with $0\le j<N$: $j$ is the remainder of $m$ on division by $N$, and $n$ is the quotient. No supercell plane wave is missed or counted twice, and therefore
$$\sum_{j=0}^{N-1}\#\{n:|k_j+n|\le x\} = \#\{m:|s+m|\le Nx\}.$$

In the Lean proof, `key` is the equivalence of the two cutoff conditions. The supercell basis is then sorted by remainder with `Finset.card_eq_sum_card_fiberwise`, which turns its size into a sum over $j$. For each $j$, `Finset.card_bij` compares the basis at $k_j$ with the supercell plane waves of remainder $j$. Its three goals are that $j+Nn$ has the right remainder and lies within the cutoff, that different $n$ give different $m$, and that every such $m$ is reached, with $n$ equal to the quotient `m / N`. The statement holds for every real $x$, since for negative $x$ both sides are zero.

```lean
/-- Zone folding: the bases at the `N` grid points together have as many plane waves as the
basis of the `N`-fold supercell at its single point `s`, where the cutoff radius is `N x`. -/
theorem sum_ncard_eq_supercell {N : ℕ} (hN : 0 < N) (s x : ℝ) :
    ∑ j ∈ Finset.range N, (planeWaves (((j : ℝ) + s) / N) x).ncard
      = (planeWaves s (N * x)).ncard := by
  have hp : (0 : ℝ) < N := Nat.cast_pos.mpr hN
  have hz : (0 : ℤ) < N := by exact_mod_cast hN
  -- a plane wave `n` at grid point `j` is the supercell plane wave `j + N n`
  have key : ∀ (j : ℕ) (n : ℤ), n ∈ planeWaves (((j : ℝ) + s) / N) x ↔
      (j : ℤ) + N * n ∈ planeWaves s (N * x) := by
    intro j n
    have e : s + (((j : ℤ) + N * n : ℤ) : ℝ) = N * (((j : ℝ) + s) / N + n) := by
      push_cast
      field_simp
      ring
    simp only [planeWaves, Set.mem_ofPred_eq]
    rw [e, abs_mul, abs_of_pos hp]
    exact ⟨fun h => mul_le_mul_of_nonneg_left h hp.le, fun h => le_of_mul_le_mul_left h hp⟩
  -- sort the supercell plane waves by their residue modulo `N`
  have hmaps : ∀ m ∈ (planeWaves_finite s (N * x)).toFinset,
      (m % (N : ℤ)).toNat ∈ Finset.range N := by
    intro m _
    have h1 := Int.emod_nonneg m hz.ne'
    have h2 := Int.emod_lt_of_pos m hz
    rw [Finset.mem_range]
    omega
  rw [Set.ncard_eq_toFinset_card _ (planeWaves_finite s (N * x)),
    Finset.card_eq_sum_card_fiberwise hmaps]
  refine Finset.sum_congr rfl fun j hj => ?_
  have hjN : (j : ℤ) < N := by exact_mod_cast Finset.mem_range.mp hj
  rw [Set.ncard_eq_toFinset_card _ (planeWaves_finite _ x)]
  refine Finset.card_bij (fun n _ => (j : ℤ) + N * n) ?_ ?_ ?_
  · intro n hn
    rw [Set.Finite.mem_toFinset] at hn
    rw [Finset.mem_filter, Set.Finite.mem_toFinset]
    refine ⟨(key j n).mp hn, ?_⟩
    rw [Int.add_mul_emod_self_left, Int.emod_eq_of_lt (Int.natCast_nonneg j) hjN]
    exact Int.toNat_natCast j
  · intro a _ b _ hab
    exact mul_left_cancel₀ hz.ne' (add_left_cancel hab)
  · intro m hm
    rw [Finset.mem_filter, Set.Finite.mem_toFinset] at hm
    have h1 := Int.emod_nonneg m hz.ne'
    have h2 : m % (N : ℤ) = j := by
      have := hm.2
      omega
    have h3 : (j : ℤ) + N * (m / N) = m := by
      have := Int.emod_def m N
      linarith
    refine ⟨m / N, ?_, h3⟩
    rw [Set.Finite.mem_toFinset, key, h3]
    exact hm.1
```

## The averaged count and its distance from 2x

The right-hand side of the folding identity is a one-point count, with $k$ replaced by $s$ and $x$ by $Nx$. For $x\ge0$ the earlier formula gives
$$N\,M_N(s,x) = \lfloor Nx-s\rfloor+\lfloor Nx+s\rfloor+1 .$$
The proof cancels the factor $N$ against the division in the average, folds the sum, and applies `ncard_planeWaves` at the supercell point.

```lean
/-- The total number of plane waves on a grid with arbitrary shift `s`, written as `N` times
the average number per grid point. -/
theorem mul_meanCount {N : ℕ} (hN : 0 < N) (s : ℝ) {x : ℝ} (hx : 0 ≤ x) :
    (N : ℝ) * meanCount N s x = (⌊N * x - s⌋ : ℝ) + (⌊N * x + s⌋ : ℝ) + 1 := by
  have hp : (0 : ℝ) < N := Nat.cast_pos.mpr hN
  have e : ∀ c : ℝ, (N : ℝ) * (c / N) = c := fun c => by field_simp
  rw [meanCount, e, ← Nat.cast_sum, sum_ncard_eq_supercell hN]
  exact_mod_cast ncard_planeWaves s (mul_nonneg hp.le hx)
```

Each floor lies at most at its argument and strictly above its argument minus one:
$$Nx-s-1<\lfloor Nx-s\rfloor\le Nx-s,\qquad Nx+s-1<\lfloor Nx+s\rfloor\le Nx+s .$$
When the two lines are added, the shift cancels. Adding one more gives
$$2Nx-1 < N\,M_N(s,x) \le 2Nx+1,$$
and division by $N$ yields $|M_N(s,x)-2x|\le 1/N$ for every shift. The facts `a1`, `a2`, `b1` and `b2` in the proof are these four inequalities.

```lean
/-- For every grid shift and every cutoff radius `x ≥ 0`, the average number of plane waves differs
from the smooth value `2 x` by at most `1 / N`. -/
theorem abs_meanCount_sub_le {N : ℕ} (hN : 0 < N) (s : ℝ) {x : ℝ} (hx : 0 ≤ x) :
    |meanCount N s x - 2 * x| ≤ 1 / N := by
  have hp : (0 : ℝ) < N := Nat.cast_pos.mpr hN
  have h := mul_meanCount hN s hx
  have a1 := Int.floor_le (N * x - s)
  have a2 := Int.lt_floor_add_one (N * x - s)
  have b1 := Int.floor_le (N * x + s)
  have b2 := Int.lt_floor_add_one (N * x + s)
  rw [le_div_iff₀ hp, ← abs_of_pos hp, ← abs_mul, abs_le]
  constructor <;> linarith
```

On the unshifted grid the two floors coincide, so
$$M_N(0,x) = \frac{2\lfloor Nx\rfloor+1}{N}.$$
As an example, take $N=4$ and $x=2.6$. The bases at $k=0,\tfrac14,\tfrac12,\tfrac34$ contain 5, 5, 6 and 5 plane waves, with average $21/4=5.25$. The formula gives $(2\cdot10+1)/4$, the same number, and the smooth value is $5.2$.

The main theorem joins the exact formula and the bound for a positive number of k-points and a non-negative cutoff radius.

```lean
/-- On the grid `k = j / N` the average number of plane waves within the cutoff radius `x` is
`(2 ⌊N x⌋ + 1) / N`, and it lies within `1 / N` of the smooth value `2 x`. -/
theorem meanCount_eq {N : ℕ} (hN : 0 < N) {x : ℝ} (hx : 0 ≤ x) :
    meanCount N 0 x = (2 * (⌊N * x⌋ : ℝ) + 1) / N ∧
      |meanCount N 0 x - 2 * x| ≤ 1 / N := by
  have hp : (0 : ℝ) < N := Nat.cast_pos.mpr hN
  refine ⟨?_, abs_meanCount_sub_le hN 0 hx⟩
  have h := mul_meanCount hN 0 hx
  rw [sub_zero, add_zero] at h
  rw [eq_div_iff hp.ne']
  linarith
```

The condition $x\ge0$ holds for any radius obtained from a cutoff energy $E\ge0$, but the Lean variable `x` is an arbitrary real number, and for negative values both parts can fail. Take $N=1$ and $x=-1$. No integer satisfies $|n|\le-1$, so the averaged count is $0$. The formula would give $2\cdot(-1)+1=-1$, and the distance from $2x=-2$ would be $2$, which is larger than $1/N=1$.

## Plateaus and jumps

Let $m$ now be a natural number that labels a step. If
$$\frac mN\le x<\frac{m+1}{N},$$
then $m\le Nx<m+1$, so $\lfloor Nx\rfloor=m$ and
$$M_N(0,x)=\frac{2m+1}{N}.$$
The averaged count is constant on each such interval, including its left end. The Lean statement takes only the two inequalities as hypotheses. They already force $N>0$, because Lean evaluates division by zero as zero and no $x$ satisfies $0\le x<0$.

```lean
/-- On the unshifted grid, the average number of plane waves is constant between neighbouring
non-negative multiples of `1 / N`. -/
theorem meanCount_plateau {N m : ℕ} {x : ℝ} (h1 : (m : ℝ) / N ≤ x)
    (h2 : x < ((m : ℝ) + 1) / N) : meanCount N 0 x = (2 * (m : ℝ) + 1) / N := by
  have hN : 0 < N := by
    rcases Nat.eq_zero_or_pos N with h | h
    · subst h
      rw [Nat.cast_zero, div_zero] at h1 h2
      linarith
    · exact h
  have hp : (0 : ℝ) < N := Nat.cast_pos.mpr hN
  have hx : 0 ≤ x := le_trans (by positivity) h1
  rw [div_le_iff₀ hp] at h1
  rw [lt_div_iff₀ hp] at h2
  have hf : ⌊(N : ℝ) * x⌋ = (m : ℤ) := by
    rw [Int.floor_eq_iff, Int.cast_natCast]
    constructor <;> linarith
  rw [(meanCount_eq hN hx).1, hf, Int.cast_natCast]
```

At $x=(m+1)/N$ the count moves from the plateau $m$ to the plateau $m+1$ and rises by
$$\frac{2(m+1)+1}{N}-\frac{2m+1}{N}=\frac2N .$$
In the supercell picture, the two plane waves with labels $m+1$ and $-(m+1)$ cross the cutoff together. As $m$ runs through the natural numbers, $(m+1)/N$ runs through all positive multiples of $1/N$.

The theorem expresses the jump as a limit from below, which is the meaning of `𝓝[<]`. The value at the multiple, minus the value at $x$, times $N$, tends to $2$ as $x$ approaches the multiple from the left. In the proof, `htop` evaluates the count at the multiple itself. On the open interval between $m/N$ and $(m+1)/N$ the expression equals $2$ everywhere, so its limit is that of a constant.

```lean
/-- On the unshifted grid, as the cutoff radius reaches `(m + 1) / N` from below, the average number
of plane waves jumps up by `2 / N`; the jump is stated multiplied by `N`. -/
theorem meanCount_jump {N : ℕ} (hN : 0 < N) (m : ℕ) :
    Tendsto (fun x => (N : ℝ) * (meanCount N 0 (((m : ℝ) + 1) / N) - meanCount N 0 x))
      (𝓝[<] (((m : ℝ) + 1) / N)) (𝓝 2) := by
  have hp : (0 : ℝ) < N := Nat.cast_pos.mpr hN
  have hlt : (m : ℝ) / N < ((m : ℝ) + 1) / N := div_lt_div_of_pos_right (by linarith) hp
  have htop : meanCount N 0 (((m : ℝ) + 1) / N) = (2 * ((m : ℝ) + 1) + 1) / N := by
    have h := meanCount_plateau (N := N) (m := m + 1) (x := ((m : ℝ) + 1) / N)
      (by push_cast; exact le_refl _)
      (by push_cast; exact div_lt_div_of_pos_right (by linarith) hp)
    push_cast at h
    exact h
  -- just below the multiple, the count sits on the preceding plateau
  refine tendsto_const_nhds.congr' ?_
  filter_upwards [Ioo_mem_nhdsLT hlt] with x hx
  rw [htop, meanCount_plateau hx.1.le hx.2, ← sub_div, mul_div_assoc', eq_div_iff hp.ne']
  ring
```

For a cell stretched at fixed cutoff energy and sampled on the unshifted grid, the jumps occur at the lengths $a$ for which $Nx$ is a positive integer. A denser grid makes them more frequent and smaller in the same proportion, so the staircase follows the line $2x$ more closely.

The bound $1/N$ is the best possible for the unshifted grid. At the left end of a plateau, $x=m/N$, the count is $(2m+1)/N$ and the smooth value is $2m/N$, so the difference is exactly $1/N$. This includes $m=0$: at zero radius only the plane wave $n=0$ at $k=0$ remains, and the average is $1/N$ instead of $0$. The theorem states the difference multiplied by $N$, and its proof reads the count off the plateau lemma.

```lean
/-- The bound `1 / N` is attained on the unshifted grid: at the cutoff radius `m / N` the average
number of plane waves exceeds `2 x` by exactly `1 / N`, stated multiplied by `N`. -/
theorem meanCount_sharp {N : ℕ} (hN : 0 < N) (m : ℕ) :
    (N : ℝ) * (meanCount N 0 ((m : ℝ) / N) - 2 * ((m : ℝ) / N)) = 1 := by
  have hp : (0 : ℝ) < N := Nat.cast_pos.mpr hN
  rw [meanCount_plateau (le_refl _) (div_lt_div_of_pos_right (by linarith) hp),
    mul_div_assoc', ← sub_div, mul_div_assoc', div_eq_iff hp.ne']
  ring

end

end PlaneWaveCount
```

These theorems count basis functions in one dimension. They bound neither the error in the total energy nor the Pulay stress, both of which also depend on how much the plane waves near the cutoff contribute to the occupied states.

```lean
#print axioms PlaneWaveCount.meanCount_eq
#print axioms PlaneWaveCount.meanCount_jump
#print axioms PlaneWaveCount.meanCount_sharp
```

```
'PlaneWaveCount.meanCount_eq' depends on axioms: [propext, Classical.choice, Quot.sound]
'PlaneWaveCount.meanCount_jump' depends on axioms: [propext, Classical.choice, Quot.sound]
'PlaneWaveCount.meanCount_sharp' depends on axioms: [propext, Classical.choice, Quot.sound]
```
